# The fully localized limit as an average density-density energy over independent spin-up and spin-down occupations

Place \(n\) spin-up and \(n\) spin-down electrons on \(M\) orbitals, with \(n\le M\), choosing the two sets of occupied orbitals independently and uniformly. If the interaction is density-density, its average energy is

\[
E_{\rm FLL}(N)=\frac{U N(N-1)}{2}-\frac{J N(N-2)}{4},\qquad N=2n .
\]

Here \(U\) is the mean of the opposite-spin energies \(u_{ij}\) over all \(M^2\) ordered orbital pairs, including \(i=j\). For \(M\ge2\), \(U-J\) is the mean of the same-spin energies \(w_{ij}\) over the \(M(M-1)\) ordered pairs of distinct orbitals. Thus \(U\) is an average Coulomb repulsion, and \(J\) is the amount by which the same-spin mean lies below the opposite-spin mean. This difference is not purely the exchange between different orbitals, because only the opposite-spin mean includes \(i=j\). No other detail of the matrices matters.

## Matching U and J to the interaction matrix

DFT+U and DFT+DMFT add an explicit local interaction to a density functional that already includes part of it. Codes that correct this double counting with the fully localized limit subtract \(E_{\rm FLL}\) from the energy and its derivative from the orbital levels. For a density-density interaction averaged as above, the identity fixes which \(U\) and \(J\) belong in the formula.

They are generally not the Kanamori parameters. Let the energies be \(U_0\) for opposite spins in the same orbital, \(U_0-2J_0\) for opposite spins in different orbitals, and \(U_0-3J_0\) for parallel spins. Taking the two means gives, for \(M\ge2\),

\[
U=U_0-\frac{2J_0(M-1)}{M},\qquad J=\frac{J_0(M+2)}{M}.
\]

At fixed \(U\) and \(J\), differentiating the polynomial gives the potential

\[
\frac{dE_{\rm FLL}}{dN}=U\left(N-\tfrac12\right)-\frac{J(N-1)}{2}.
\]

## From pair occupations to the energy

Allow \(a\) spin-up and \(b\) spin-down electrons, with \(a,b\le M\). Let \(S\) and \(T\) be the occupied sets, and let \(s_i,t_j\in\{0,1\}\) be the corresponding occupations. The energy of one configuration is

\[
\sum_{i,j}u_{ij}s_it_j+\frac12\sum_{i\ne j}w_{ij}s_is_j+\frac12\sum_{i\ne j}w_{ij}t_it_j .
\]

Relabelling the orbitals permutes the sets of size \(a\), so \(\langle s_i\rangle\) is the same for every \(i\), and \(\langle s_is_j\rangle\) is the same for every pair \(i\ne j\). Since \(\sum_i s_i=a\) in each set,

\[
M\langle s_i\rangle=a .
\]

Because \(s_i^2=s_i\), each set also satisfies

\[
\sum_{k\ne i}s_is_k=s_i(a-s_i)=(a-1)s_i .
\]

Averaging gives \((M-1)\langle s_is_j\rangle=(a-1)\langle s_i\rangle\) for \(i\ne j\). Multiplying by \(M\),

\[
M(M-1)\langle s_is_j\rangle=a(a-1).
\]

The same relations hold for \(t\), with \(b\) in place of \(a\). Independence gives \(\langle s_it_j\rangle=\langle s_i\rangle\langle t_j\rangle=ab/M^2\) for \(M\ge1\), so the opposite-spin part is

\[
\frac{ab}{M^2}\sum_{i,j}u_{ij}=Uab .
\]

For \(M\ge2\), the spin-up pairs contribute

\[
\frac12\,\frac{a(a-1)}{M(M-1)}\sum_{i\ne j}w_{ij}=\frac{(U-J)a(a-1)}{2},
\]

and the spin-down pairs contribute \((U-J)b(b-1)/2\). For \(M\le1\) there are no same-spin pairs and both expressions are zero. Since

\[
ab+\frac{a(a-1)+b(b-1)}2=\frac{(a+b)(a+b-1)}2,
\]

the total is

\[
\frac{U(a+b)(a+b-1)}2-\frac J2\bigl[a(a-1)+b(b-1)\bigr].
\]

With \(a=b=n=N/2\), the last term becomes \(Jn(n-1)=JN(N-2)/4\), which gives \(E_{\rm FLL}(N)\).

## A two-orbital check of the mean

Take \(M=2\), \(n=1\), \(u_{11}=u_{22}=4\) and \(u_{12}=u_{21}=0\). There are no same-spin pairs, and the average energy is \(2\), the mean of \(u\). If the intra-orbital value \(4\) is used as \(U\), the condition on \(u\) fails and the formula returns \(4\).

Independence matters too. If the spin-down electron always occupies the same orbital as the spin-up electron, the energy is \(4\), although the mean of \(u\) is still \(2\).

## The Lean file

```lean
import Mathlib

open Finset

namespace FullyLocalizedLimit

noncomputable section

variable {ι : Type*} [Fintype ι] [DecidableEq ι]

/-- Occupation number (0 or 1) of orbital `i` in the set `S` of occupied orbitals. -/
def occ (S : Finset ι) (i : ι) : ℝ := if i ∈ S then 1 else 0

/-- Uniform average of `f` over all sets of `a` occupied orbitals. -/
def avg (a : ℕ) (f : Finset ι → ℝ) : ℝ :=
  (∑ S ∈ powersetCard a univ, f S) / ((powersetCard a (univ : Finset ι)).card : ℝ)

/-- Interaction energy between spin-up electrons in `S` and spin-down electrons in `T`. -/
def interEnergy (u : ι → ι → ℝ) (S T : Finset ι) : ℝ :=
  ∑ i, ∑ j, u i j * (occ S i * occ T j)

/-- Same-spin interaction energy: half the sum over ordered pairs of distinct orbitals. -/
def pairEnergy (w : ι → ι → ℝ) (S : Finset ι) : ℝ :=
  ∑ i, ∑ j ∈ univ.erase i, w i j / 2 * (occ S i * occ S j)

/-- Density-density energy averaged over independent sets of `a` spin-up and `b` spin-down
orbitals. -/
def meanEnergy (u w : ι → ι → ℝ) (a b : ℕ) : ℝ :=
  avg a (fun S => avg b (fun T => interEnergy u S T + pairEnergy w S + pairEnergy w T))

/-- The double-counting energy of the fully localized limit at total occupation `N`. -/
def fll (U J N : ℝ) : ℝ := U * N * (N - 1) / 2 - J * N * (N - 2) / 4

omit [DecidableEq ι] in
/-- A quantity with the same value in every set of `a` orbitals has that value as average. -/
theorem avg_of_const {a : ℕ} (ha : a ≤ Fintype.card ι) {f : Finset ι → ℝ} {c : ℝ}
    (h : ∀ S, S.card = a → f S = c) : avg a f = c := by
  have h0 : ((powersetCard a (univ : Finset ι)).card : ℝ) ≠ 0 := by
    rw [card_powersetCard, card_univ]
    exact_mod_cast (Nat.choose_pos ha).ne'
  unfold avg
  rw [sum_congr rfl (fun S hS => h S (mem_powersetCard.1 hS).2), sum_const, nsmul_eq_mul]
  exact mul_div_cancel_left₀ c h0

omit [DecidableEq ι] in
/-- The configuration average of a finite sum is the sum of the averages. -/
theorem avg_sum {κ : Type*} (a : ℕ) (s : Finset κ) (f : κ → Finset ι → ℝ) :
    avg a (fun S => ∑ i ∈ s, f i S) = ∑ i ∈ s, avg a (f i) := by
  unfold avg
  rw [sum_comm, sum_div]

omit [DecidableEq ι] in
/-- A constant factor can be taken out of the configuration average. -/
theorem avg_mul (a : ℕ) (c : ℝ) (f : Finset ι → ℝ) :
    avg a (fun S => c * f S) = c * avg a f := by
  unfold avg
  rw [← mul_sum, mul_div_assoc]

/-- Averaged pair occupations do not change when the orbitals are relabelled. -/
theorem avg_occ_perm (a : ℕ) (σ : Equiv.Perm ι) (i j : ι) :
    avg a (fun S => occ S (σ i) * occ S (σ j)) = avg a (fun S => occ S i * occ S j) := by
  unfold avg
  congr 1
  symm
  refine Finset.sum_equiv σ.finsetCongr ?_ ?_
  · intro S
    simp [mem_powersetCard]
  · intro S _
    have h : ∀ k, occ (σ.finsetCongr S) (σ k) = occ S k := by
      intro k
      simp [occ]
    simp only [h]

/-- The average occupation of an orbital, times the number of orbitals, is the number of
electrons. -/
theorem avg_occ {a : ℕ} (ha : a ≤ Fintype.card ι) (i : ι) :
    (Fintype.card ι : ℝ) * avg a (fun S => occ S i) = a := by
  have hsq : ∀ (S : Finset ι) k, occ S k * occ S k = occ S k := by
    intro S k
    unfold occ
    split_ifs <;> norm_num
  -- all orbitals are equally occupied on average
  have hsym : ∀ k : ι, avg a (fun S => occ S k) = avg a (fun S => occ S i) := by
    intro k
    have h := avg_occ_perm a (Equiv.swap i k) i i
    simpa only [hsq, Equiv.swap_apply_left] using h
  have htot : avg a (fun S : Finset ι => ∑ k, occ S k) = a :=
    avg_of_const ha (fun S hS => by simp [occ, hS])
  have hc : ∑ k : ι, avg a (fun S => occ S k)
      = (Fintype.card ι : ℝ) * avg a (fun S => occ S i) := by
    rw [sum_congr rfl (fun k _ => hsym k), sum_const, card_univ, nsmul_eq_mul]
  exact hc.symm.trans ((avg_sum a univ (fun k S => occ S k)).symm.trans htot)

/-- For two distinct orbitals among `M`, the average joint occupation times `M (M - 1)` is
`a (a - 1)`. -/
theorem avg_occ_pair {a : ℕ} (ha : a ≤ Fintype.card ι) {i j : ι} (hij : i ≠ j) :
    (Fintype.card ι : ℝ) * (Fintype.card ι - 1) * avg a (fun S => occ S i * occ S j)
      = a * (a - 1) := by
  have hsym : ∀ k ∈ univ.erase i,
      avg a (fun S => occ S i * occ S k) = avg a (fun S => occ S i * occ S j) := by
    intro k hk
    have h := avg_occ_perm a (Equiv.swap j k) i j
    rwa [Equiv.swap_apply_of_ne_of_ne hij (ne_of_mem_erase hk).symm,
      Equiv.swap_apply_left] at h
  -- an occupied orbital has `a - 1` occupied partners
  have htot : avg a (fun S => ∑ k ∈ univ.erase i, occ S i * occ S k)
      = ((a : ℝ) - 1) * avg a (fun S => occ S i) := by
    rw [← avg_mul]
    unfold avg
    congr 1
    refine sum_congr rfl fun S hS => ?_
    have hc : ∑ k, occ S k = (a : ℝ) := by simp [occ, (mem_powersetCard.1 hS).2]
    have he : occ S i + ∑ k ∈ univ.erase i, occ S k = ∑ k, occ S k :=
      add_sum_erase univ (fun k => occ S k) (mem_univ i)
    have hsq : occ S i * occ S i = occ S i := by
      unfold occ
      split_ifs <;> norm_num
    beta_reduce
    rw [← mul_sum]
    linear_combination occ S i * (he + hc) - hsq
  have hc : ∑ k ∈ univ.erase i, avg a (fun S => occ S i * occ S k)
      = ((Fintype.card ι : ℝ) - 1) * avg a (fun S => occ S i * occ S j) := by
    rw [sum_congr rfl hsym, sum_const, card_erase_of_mem (mem_univ i), card_univ,
      nsmul_eq_mul, Nat.cast_pred (Fintype.card_pos_iff.2 ⟨i⟩)]
  have h1 := hc.symm.trans
    ((avg_sum a (univ.erase i) (fun k S => occ S i * occ S k)).symm.trans htot)
  linear_combination (Fintype.card ι : ℝ) * h1 + ((a : ℝ) - 1) * avg_occ ha i

/-- If `u` has mean `U` over all ordered orbital pairs and `w` has mean `U - J` over distinct
ones, the average energy of `a` spin-up and `b` spin-down electrons depends only on `U`, `J`,
`a` and `b`, as given. -/
theorem meanEnergy_eq {u w : ι → ι → ℝ} {U J : ℝ} {a b : ℕ}
    (ha : a ≤ Fintype.card ι) (hb : b ≤ Fintype.card ι)
    (hu : ∑ i, ∑ j, u i j = (Fintype.card ι : ℝ) ^ 2 * U)
    (hw : ∑ i, ∑ j ∈ univ.erase i, w i j
      = (Fintype.card ι : ℝ) * (Fintype.card ι - 1) * (U - J)) :
    meanEnergy u w a b = U * (a + b) * (a + b - 1) / 2
      - J / 2 * (a * (a - 1) + b * (b - 1)) := by
  have hadd : ∀ (c : ℕ) (f g : Finset ι → ℝ),
      avg c (fun S => f S + g S) = avg c f + avg c g := by
    intro c f g
    simp only [avg, sum_add_distrib, add_div]
  have hr : ∀ (c : ℕ) (f : Finset ι → ℝ) (x : ℝ),
      avg c (fun S => f S * x) = avg c f * x := by
    intro c f x
    simp only [avg, ← sum_mul, div_mul_eq_mul_div]
  have hconst : ∀ c : ℕ, c ≤ Fintype.card ι → ∀ x : ℝ,
      avg c (fun _ : Finset ι => x) = x := fun c hc x => avg_of_const hc (fun _ _ => rfl)
  -- same-spin part
  have hpair : ∀ c : ℕ, c ≤ Fintype.card ι →
      avg c (fun S => pairEnergy w S) = (U - J) * ((c : ℝ) * (c - 1)) / 2 := by
    intro c hc
    have hexp : avg c (fun S => pairEnergy w S) = ∑ i, ∑ j ∈ univ.erase i,
        w i j / 2 * avg c (fun S => occ S i * occ S j) := by
      simp only [pairEnergy, avg_sum, avg_mul]
    rcases le_or_gt (Fintype.card ι) 1 with h1 | h1
    · rw [hexp, sum_eq_zero (fun i _ => sum_eq_zero (fun j hj =>
        absurd (Fintype.card_le_one_iff.1 h1 j i) (ne_of_mem_erase hj)))]
      have h01 : c = 0 ∨ c = 1 := by omega
      rcases h01 with rfl | rfl <;> simp
    · have h1' : (1 : ℝ) < Fintype.card ι := by exact_mod_cast h1
      have hK : (Fintype.card ι : ℝ) * (Fintype.card ι - 1) ≠ 0 :=
        (mul_pos (by linarith) (by linarith)).ne'
      apply mul_left_cancel₀ hK
      rw [hexp, mul_sum]
      calc _ = ∑ i, ∑ j ∈ univ.erase i, w i j * ((c : ℝ) * (c - 1) / 2) := by
            refine sum_congr rfl fun i _ => ?_
            rw [mul_sum]
            refine sum_congr rfl fun j hj => ?_
            linear_combination w i j / 2 * avg_occ_pair hc (ne_of_mem_erase hj).symm
        _ = _ := by
            simp only [← sum_mul]
            rw [hw]
            ring
  -- opposite-spin part: independent occupations factorize
  have hinter : avg a (fun S => avg b (fun T => interEnergy u S T)) = U * a * b := by
    have hexp : avg a (fun S => avg b (fun T => interEnergy u S T)) = ∑ i, ∑ j,
        u i j * (avg a (fun S => occ S i) * avg b (fun T => occ T j)) := by
      simp only [interEnergy, avg_sum, avg_mul, hr]
    rcases Nat.eq_zero_or_pos (Fintype.card ι) with h0 | h0
    · have := Fintype.card_eq_zero_iff.1 h0
      have ha0 : a = 0 := by omega
      rw [hexp, ha0]
      simp
    · have hM : (Fintype.card ι : ℝ) ^ 2 ≠ 0 := pow_ne_zero 2 (by exact_mod_cast h0.ne')
      apply mul_left_cancel₀ hM
      rw [hexp, mul_sum]
      calc _ = ∑ i, ∑ j, u i j * ((a : ℝ) * b) := by
            refine sum_congr rfl fun i _ => ?_
            rw [mul_sum]
            refine sum_congr rfl fun j _ => ?_
            linear_combination u i j * ((Fintype.card ι : ℝ) * avg b (fun T => occ T j)
              * avg_occ ha i + (a : ℝ) * avg_occ hb j)
        _ = _ := by
            simp only [← sum_mul]
            rw [hu]
            ring
  simp only [meanEnergy, hadd, hconst b hb, hconst a ha, hpair a ha, hpair b hb, hinter]
  ring

/-- If `u` has mean `U` over all ordered orbital pairs and `w` has mean `U - J` over distinct ones,
the average interaction energy with `n` electrons of each spin is the fully localized limit at `N =
2n`. -/
theorem meanEnergy_eq_fll {u w : ι → ι → ℝ} {U J : ℝ} {n : ℕ} (hn : n ≤ Fintype.card ι)
    (hu : ∑ i, ∑ j, u i j = (Fintype.card ι : ℝ) ^ 2 * U)
    (hw : ∑ i, ∑ j ∈ univ.erase i, w i j
      = (Fintype.card ι : ℝ) * (Fintype.card ι - 1) * (U - J)) :
    meanEnergy u w n n = fll U J (2 * n) := by
  rw [meanEnergy_eq hn hn hu hw]
  unfold fll
  ring

/-- For density-density Kanamori energies `U₀`, `U₀ - 2J₀`, `U₀ - 3J₀` on `M` orbitals, the
average is the fully localized limit with `U = U₀ - 2J₀(M-1)/M` and `J = J₀(M+2)/M`. -/
theorem kanamori_fll (U₀ J₀ : ℝ) {n : ℕ} (hn : n ≤ Fintype.card ι) :
    meanEnergy (fun i j : ι => if i = j then U₀ else U₀ - 2 * J₀)
      (fun _ _ => U₀ - 3 * J₀) n n
      = fll (U₀ - 2 * J₀ * (Fintype.card ι - 1) / Fintype.card ι)
          (J₀ * (Fintype.card ι + 2) / Fintype.card ι) (2 * n) := by
  apply meanEnergy_eq_fll hn
  · have h : ∀ i j : ι, (if i = j then U₀ else U₀ - 2 * J₀)
        = (U₀ - 2 * J₀) + (if i = j then 2 * J₀ else 0) := by
      intro i j
      split_ifs <;> ring
    simp only [h, sum_add_distrib, sum_ite_eq, mem_univ, if_true, sum_const, card_univ,
      nsmul_eq_mul]
    by_cases hM : (Fintype.card ι : ℝ) = 0
    · rw [hM]
      ring
    · field_simp
      ring
  · have h : ∀ i : ι, ∑ _j ∈ univ.erase i, (U₀ - 3 * J₀)
        = ((Fintype.card ι : ℝ) - 1) * (U₀ - 3 * J₀) := by
      intro i
      rw [sum_const, card_erase_of_mem (mem_univ i), card_univ, nsmul_eq_mul,
        Nat.cast_pred (Fintype.card_pos_iff.2 ⟨i⟩)]
    rw [sum_congr rfl (fun i _ => h i), sum_const, card_univ, nsmul_eq_mul]
    by_cases hM : (Fintype.card ι : ℝ) = 0
    · rw [hM]
      ring
    · field_simp
      ring

/-- The derivative of the fully localized double-counting energy with respect to `N` is
`U (N - 1/2) - J (N - 1) / 2`. -/
theorem fll_potential (U J N : ℝ) :
    HasDerivAt (fll U J) (U * (N - 1 / 2) - J * (N - 1) / 2) N := by
  have hf : fll U J = fun x => (U / 2 - J / 4) * x ^ 2 + (J / 2 - U / 2) * x := by
    funext x
    unfold fll
    ring
  rw [hf]
  have h := ((hasDerivAt_pow 2 N).const_mul (U / 2 - J / 4)).fun_add
    ((hasDerivAt_id' N).const_mul (J / 2 - U / 2))
  exact h.congr_deriv (by norm_num; ring)

end

end FullyLocalizedLimit
```

```lean
#print axioms FullyLocalizedLimit.meanEnergy_eq_fll
#print axioms FullyLocalizedLimit.kanamori_fll
#print axioms FullyLocalizedLimit.fll_potential
```

```
'FullyLocalizedLimit.meanEnergy_eq_fll' depends on axioms: [propext, Classical.choice, Quot.sound]
'FullyLocalizedLimit.kanamori_fll' depends on axioms: [propext, Classical.choice, Quot.sound]
'FullyLocalizedLimit.fll_potential' depends on axioms: [propext, Classical.choice, Quot.sound]
```

## Reading the theorems

The finite type `ι` is the set of orbitals, and `Fintype.card ι` is \(M\). A `Finset ι` is a set of occupied orbitals for one spin, and `occ S i` is \(s_i\). The function `avg a` averages uniformly over sets of size `a`; nesting two such averages in `meanEnergy` builds in the independence of the spins.

The hypotheses `hu` and `hw` state the means as sums, without division, so the theorems include \(M=0\) and \(M=1\). The factor one half in `pairEnergy` compensates for counting ordered pairs, and `w` need not be symmetric. The spin-resolved formula is `meanEnergy_eq`, its equal-spin case is `meanEnergy_eq_fll`, and the Kanamori values and the potential are in `kanamori_fll` and `fll_potential`.

## How the proof follows the averages

`avg_occ_perm` proves the relabelling symmetry by reindexing the sum over sets. `avg_occ` and `avg_occ_pair` apply it to swaps of two orbitals and derive the two occupation relations. In these two lemmas the bound on the electron number enters through `avg_of_const`, which needs at least one set of the required size; `meanEnergy_eq` also uses it directly when there is at most one orbital.

In `meanEnergy_eq`, linearity moves the averages inside the orbital sums. The proof multiplies by \(M^2\) or \(M(M-1)\), inserts the occupation relations and the hypotheses, and cancels the factor. The cases where it vanishes are treated separately, and `ring` combines the three contributions.

## Scope of the identity

The average is a classical, uniform one over integer occupations. It contains no hopping, crystal-field splitting, spin-flip or pair-hopping terms, and no thermal weights. The equal-spin theorem reaches only even \(N\); `fll` extends the same polynomial to real \(N\), and `fll_potential` differentiates that extension. Whether this energy is a good estimate of the interaction already contained in a density functional is a separate physical question.
